# A saturable absorber with absorption coefficient a/(1 + I/s) transmits a larger fraction of a stronger beam

Send a beam into an absorber whose absorption coefficient has dropped to half its weak-light value at the entrance face. If the absorber has weak-light optical depth log 2 + 1/2 ≈ 1.19, exactly half of the intensity comes out. A very weak beam would keep only about 30 %. The strong beam partly bleaches the material and so loses a smaller fraction.

In general, let I(z) be the intensity at depth z in a slab of length L, with input J. Let a be the small-signal absorption coefficient and s the saturation intensity, at which the absorption coefficient falls to a/2 (often written α₀ and I_sat). The beam obeys

I′ = −a I/(1 + I/s), I(0) = J.

For positive a, s, L and J, the transmission T = I(L)/J satisfies

log T + (J/s)(T − 1) = −aL,

exp(−aL) < T < 1,

and a larger J gives a strictly larger T. The logarithm is natural. The opening example has J = s and T = 1/2.

## Replacing depth steps by one root search

A propagation code for a steady, one-dimensional beam with this local absorption law can get the output from one scalar equation instead of stepping through the slab. The equation has exactly one positive root, and the two bounds bracket it: left side minus right side is negative at exp(−aL) and positive at 1. The same equation can check a depth integrator.

## From the conserved quantity to the transmission

The intensity must first be shown to stay positive. Suppose it does not, and let x be the first depth with I(x) ≤ 0. Before x,

(I exp(az))′ = [a I²/(s + I)] exp(az) ≥ 0.

Hence I(x) exp(ax) ≥ J > 0, a contradiction.

Now log I is defined, and

(log I + I/s + az)′ = I′(1 + I/s)/I + a = −a + a = 0.

Equating the values at the two faces gives

log I(L) + I(L)/s + aL = log J + J/s.

With I(L) = JT, this is the transmission equation.

If T ≥ 1, its left side would be nonnegative while its right side is negative, so T < 1. Then (J/s)(T − 1) < 0, which forces log T > −aL, that is, T > exp(−aL).

For inputs J₁ < J₂, suppose T₂ ≤ T₁. Then log T₂ ≤ log T₁, and since T₁ < 1,

(J₂/s)(T₂ − 1) ≤ (J₂/s)(T₁ − 1) < (J₁/s)(T₁ − 1).

Adding the two comparisons gives −aL < −aL, which is impossible. Hence T₁ < T₂.

The root is unique because log t + (J/s)t is strictly increasing for t > 0. The same argument with log I + I/s makes the beam unique at each depth.

To construct a beam, put u = log I. The function u + exp(u)/s is strictly increasing and takes every real value. With φ its inverse,

I(z) = exp(φ(log J + J/s − az)).

Since φ′ = 1/(1 + exp(φ)/s), the chain rule returns the differential equation, and I(0) = J.

## The Lean file

```lean
import Mathlib

open Set

namespace SaturableAbsorber

/-- A beam of input intensity `J` in an absorber occupying `[0, L]`, with small-signal
absorption coefficient `a` and saturation intensity `s`: it obeys `I' = -a I / (1 + I / s)`.
The formula is meant for `s ≠ 0` and `I ≠ -s`. -/
structure IsBeam (a s L J : ℝ) (I : ℝ → ℝ) : Prop where
  input : I 0 = J
  absorb : ∀ z ∈ Icc 0 L,
    HasDerivWithinAt I (-a * I z / (1 + I z / s)) (Icc 0 L) z

/-- The transmission of a length `L`: output intensity over input intensity, for nonzero input. -/
noncomputable def transmission (I : ℝ → ℝ) (L : ℝ) : ℝ := I L / I 0

variable {a s L J : ℝ} {I : ℝ → ℝ}

/-- For `c > 0`, the function `log x + c x` takes each value at most once on `x > 0`. -/
theorem log_add_mul_inj {c x y : ℝ} (hc : 0 < c) (hx : 0 < x) (hy : 0 < y)
    (h : Real.log x + c * x = Real.log y + c * y) : x = y := by
  rcases lt_trichotomy x y with hxy | hxy | hxy
  · linarith [Real.log_lt_log hx hxy, mul_lt_mul_of_pos_left hxy hc]
  · exact hxy
  · linarith [Real.log_lt_log hy hxy, mul_lt_mul_of_pos_left hxy hc]

/-- For positive `a`, `s` and input `J`, the intensity stays positive throughout the absorber. -/
theorem IsBeam.pos (h : IsBeam a s L J I) (ha : 0 < a) (hs : 0 < s) (hJ : 0 < J) :
    ∀ z ∈ Icc 0 L, 0 < I z := by
  by_contra hn
  push Not at hn
  obtain ⟨w, hw, hIw⟩ := hn
  have hc : ContinuousOn I (Icc 0 L) := fun z hz => (h.absorb z hz).continuousWithinAt
  -- the first point at which the intensity is not positive
  have hK : IsCompact (Icc 0 L ∩ I ⁻¹' Iic 0) :=
    isCompact_Icc.of_isClosed_subset
      (hc.preimage_isClosed_of_isClosed isClosed_Icc isClosed_Iic) inter_subset_left
  obtain ⟨x, ⟨hx, hIx⟩, hmin⟩ := hK.exists_isLeast ⟨w, hw, hIw⟩
  have hIx' : I x ≤ 0 := hIx
  have hbefore : ∀ z ∈ Ioo 0 x, 0 < I z := by
    intro z hz
    by_contra hneg
    exact absurd (hmin ⟨⟨hz.1.le, hz.2.le.trans hx.2⟩, not_lt.mp hneg⟩) (not_le_of_gt hz.2)
  -- up to there the beam decays no faster than `exp (-a z)`
  have hd : ∀ z ∈ Ioo 0 x, HasDerivAt (fun y => I y * Real.exp (a * y))
      (a * I z ^ 2 / (s + I z) * Real.exp (a * z)) z := by
    intro z hz
    have hp := hbefore z hz
    have hI := (h.absorb z ⟨hz.1.le, hz.2.le.trans hx.2⟩).hasDerivAt
      (Icc_mem_nhds hz.1 (hz.2.trans_le hx.2))
    have hl : HasDerivAt (fun y => a * y) a z :=
      ((hasDerivAt_id' z).const_mul a).congr_deriv (mul_one a)
    refine (hI.fun_mul hl.exp).congr_deriv ?_
    field_simp
    ring
  have hmono : MonotoneOn (fun y => I y * Real.exp (a * y)) (Icc 0 x) := by
    apply monotoneOn_of_deriv_nonneg (convex_Icc 0 x)
    · exact (hc.mono (Icc_subset_Icc_right hx.2)).mul (by fun_prop)
    · rw [interior_Icc]
      exact fun z hz => (hd z hz).differentiableAt.differentiableWithinAt
    · rw [interior_Icc]
      intro z hz
      have hp := hbefore z hz
      rw [(hd z hz).deriv]
      positivity
  have hfin := hmono (left_mem_Icc.2 hx.1) (right_mem_Icc.2 hx.1) hx.1
  simp only [mul_zero, Real.exp_zero, mul_one, h.input] at hfin
  have hout : I x * Real.exp (a * x) ≤ 0 :=
    mul_nonpos_iff.2 (Or.inr ⟨hIx', (Real.exp_pos _).le⟩)
  exact absurd (hfin.trans hout) (not_le_of_gt hJ)

/-- For positive `a`, `s`, `L` and `J`, the quantity `log I + I / s + a z` keeps its input
value at every depth `z` of the absorber. -/
theorem IsBeam.invariant (h : IsBeam a s L J I) (ha : 0 < a) (hs : 0 < s) (hL : 0 < L)
    (hJ : 0 < J) {z : ℝ} (hz : z ∈ Icc 0 L) :
    Real.log (I z) + I z / s + a * z = Real.log J + J / s := by
  have hd : ∀ y ∈ Icc 0 L, HasDerivWithinAt
      (fun y => Real.log (I y) + I y / s + a * y) 0 (Icc 0 L) y := by
    intro y hy
    have hp := h.pos ha hs hJ y hy
    have hI := h.absorb y hy
    have hl : HasDerivWithinAt (fun y => a * y) a (Icc 0 L) y :=
      (((hasDerivAt_id' y).const_mul a).congr_deriv (mul_one a)).hasDerivWithinAt
    refine (((hI.log hp.ne').fun_add (hI.div_const s)).fun_add hl).congr_deriv ?_
    field_simp
    ring
  have hconst := constant_of_derivWithin_zero
    (fun y hy => (hd y hy).differentiableWithinAt)
    (fun y hy => (hd y (Ico_subset_Icc_self hy)).derivWithin
      (uniqueDiffOn_Icc hL y (Ico_subset_Icc_self hy))) z hz
  simp only [h.input, mul_zero, add_zero] at hconst
  exact hconst

/-- For positive `a`, `s`, `L` and `J`, the transmission `T` obeys
`log T + (J / s) (T - 1) = -a L` and lies strictly between `exp (-a L)` and `1`. -/
theorem transmission_law (h : IsBeam a s L J I) (ha : 0 < a) (hs : 0 < s) (hL : 0 < L)
    (hJ : 0 < J) :
    Real.log (transmission I L) + J / s * (transmission I L - 1) = -a * L ∧
      Real.exp (-a * L) < transmission I L ∧ transmission I L < 1 := by
  have hmem : L ∈ Icc 0 L := right_mem_Icc.2 hL.le
  have hp := h.pos ha hs hJ L hmem
  have hi := h.invariant ha hs hL hJ hmem
  have hT : transmission I L = I L / J := by rw [transmission, h.input]
  have ht : 0 < transmission I L := by rw [hT]; exact div_pos hp hJ
  have hk : 0 < J / s := div_pos hJ hs
  have haL : 0 < a * L := mul_pos ha hL
  have heq : Real.log (transmission I L) + J / s * (transmission I L - 1) = -a * L := by
    have hlin : J / s * (I L / J - 1) = I L / s - J / s := by
      field_simp
    rw [hT, Real.log_div hp.ne' hJ.ne', hlin]
    linarith
  -- both terms on the left would be nonnegative if `T ≥ 1`
  have hlt : transmission I L < 1 := by
    by_contra hge
    have hge' := not_lt.mp hge
    linarith [Real.log_nonneg hge', mul_nonneg hk.le (sub_nonneg.2 hge')]
  refine ⟨heq, (Real.lt_log_iff_exp_lt ht).1 ?_, hlt⟩
  linarith [mul_pos hk (sub_pos.2 hlt)]

/-- In the same absorber (`a`, `s`, `L` positive), the stronger of two beams of positive
input has the strictly larger transmission. -/
theorem transmission_strictMono {J₁ J₂ : ℝ} {I₁ I₂ : ℝ → ℝ} (h₁ : IsBeam a s L J₁ I₁)
    (h₂ : IsBeam a s L J₂ I₂) (ha : 0 < a) (hs : 0 < s) (hL : 0 < L) (hJ₁ : 0 < J₁)
    (hJ : J₁ < J₂) : transmission I₁ L < transmission I₂ L := by
  obtain ⟨e₁, -, u₁⟩ := transmission_law h₁ ha hs hL hJ₁
  obtain ⟨e₂, l₂, -⟩ := transmission_law h₂ ha hs hL (hJ₁.trans hJ)
  by_contra hn
  have hle := not_lt.mp hn
  have hlog := Real.log_le_log ((Real.exp_pos _).trans l₂) hle
  have hk : J₁ / s < J₂ / s := div_lt_div_of_pos_right hJ hs
  have hk₂ : 0 < J₂ / s := div_pos (hJ₁.trans hJ) hs
  linarith [mul_lt_mul_of_pos_right hk (sub_pos.2 u₁),
    mul_le_mul_of_nonneg_left hle hk₂.le]

/-- For positive `a`, `s`, `L` and `J`, a positive number solves the transmission equation
exactly when it is the transmission of the beam. -/
theorem transmission_unique_root (h : IsBeam a s L J I) (ha : 0 < a) (hs : 0 < s)
    (hL : 0 < L) (hJ : 0 < J) {t : ℝ} (ht : 0 < t) :
    Real.log t + J / s * (t - 1) = -a * L ↔ t = transmission I L := by
  obtain ⟨e, l, -⟩ := transmission_law h ha hs hL hJ
  constructor
  · intro ht'
    exact log_add_mul_inj (div_pos hJ hs) ht ((Real.exp_pos _).trans l) (by linarith)
  · rintro rfl
    exact e

/-- For positive `a`, `s`, `L` and `J`, two beams with the same input agree throughout
the absorber. -/
theorem beam_unique {I₁ I₂ : ℝ → ℝ} (h₁ : IsBeam a s L J I₁) (h₂ : IsBeam a s L J I₂)
    (ha : 0 < a) (hs : 0 < s) (hL : 0 < L) (hJ : 0 < J) : EqOn I₁ I₂ (Icc 0 L) := by
  intro z hz
  refine log_add_mul_inj (inv_pos.2 hs) (h₁.pos ha hs hJ z hz) (h₂.pos ha hs hJ z hz) ?_
  rw [← div_eq_inv_mul, ← div_eq_inv_mul]
  linarith [h₁.invariant ha hs hL hJ hz, h₂.invariant ha hs hL hJ hz]

/-- For positive `s` and `J`, there is an intensity profile that is a beam of input `J` in
absorbers of every length. -/
theorem exists_beam (a : ℝ) (hs : 0 < s) (hJ : 0 < J) :
    ∃ I : ℝ → ℝ, ∀ L, IsBeam a s L J I := by
  -- in terms of `u = log I`, the invariant less `a z` is `u + exp u / s`, which can be inverted
  have hG : StrictMono (fun u : ℝ => u + Real.exp u / s) := fun u v huv =>
    add_lt_add huv (div_lt_div_of_pos_right (Real.exp_lt_exp.2 huv) hs)
  have hcont : Continuous (fun u : ℝ => u + Real.exp u / s) :=
    continuous_id.add (Real.continuous_exp.div_const s)
  have hsurj : Function.Surjective (fun u : ℝ => u + Real.exp u / s) := by
    intro y
    have hs' : 0 < 1 / s := one_div_pos.2 hs
    have hm : min 0 (y - 1 / s) ≤ y - 1 / s := min_le_right _ _
    have hexp : Real.exp (min 0 (y - 1 / s)) ≤ 1 := Real.exp_le_one_iff.2 (min_le_left _ _)
    have hlo : min 0 (y - 1 / s) + Real.exp (min 0 (y - 1 / s)) / s ≤ y := by
      linarith [div_le_div_of_nonneg_right hexp hs.le]
    have hhi : y ≤ y + Real.exp y / s := by linarith [div_pos (Real.exp_pos y) hs]
    obtain ⟨u, -, hu⟩ := intermediate_value_Icc (by linarith : min 0 (y - 1 / s) ≤ y)
      hcont.continuousOn ⟨hlo, hhi⟩
    exact ⟨u, hu⟩
  obtain ⟨φ, hφ⟩ : ∃ φ : ℝ → ℝ, ∀ y, φ y + Real.exp (φ y) / s = y :=
    ⟨Function.surjInv hsurj, Function.surjInv_eq hsurj⟩
  -- the inverse is monotone and onto, hence continuous
  have hφm : Monotone φ := by
    intro x y hxy
    by_contra hn
    have hlt := hG (not_le.mp hn)
    simp only [hφ] at hlt
    exact absurd hxy (not_le_of_gt hlt)
  have hφs : Function.Surjective φ := fun u =>
    ⟨u + Real.exp u / s, hG.injective (hφ _)⟩
  have hφc : Continuous φ := hφm.continuous_of_surjective hφs
  have hinv : ∀ y, HasDerivAt φ (1 + Real.exp (φ y) / s)⁻¹ y := fun y =>
    HasDerivAt.of_local_left_inverse hφc.continuousAt
      ((hasDerivAt_id' (φ y)).fun_add ((Real.hasDerivAt_exp (φ y)).div_const s))
      (by positivity) (Filter.Eventually.of_forall hφ)
  refine ⟨fun z => Real.exp (φ (Real.log J + J / s - a * z)), fun L => ⟨?_, fun z _ => ?_⟩⟩
  · have h0 : φ (Real.log J + J / s) = Real.log J :=
      hG.injective (by simp only [hφ, Real.exp_log hJ])
    simp only [mul_zero, sub_zero, h0, Real.exp_log hJ]
  · have hl : HasDerivAt (fun y => Real.log J + J / s - a * y) (-a) z :=
      (((hasDerivAt_id' z).const_mul a).const_sub (Real.log J + J / s)).congr_deriv
        (by rw [mul_one])
    have hcomp := ((hinv (Real.log J + J / s - a * z)).comp z hl).exp
    refine (hcomp.congr_deriv ?_).hasDerivWithinAt
    simp only [Function.comp_apply]
    ring

end SaturableAbsorber
```

```lean
#print axioms SaturableAbsorber.transmission_strictMono
#print axioms SaturableAbsorber.transmission_unique_root
#print axioms SaturableAbsorber.beam_unique
#print axioms SaturableAbsorber.exists_beam
```

```
'SaturableAbsorber.transmission_strictMono' depends on axioms: [propext, Classical.choice, Quot.sound]
'SaturableAbsorber.transmission_unique_root' depends on axioms: [propext, Classical.choice, Quot.sound]
'SaturableAbsorber.beam_unique' depends on axioms: [propext, Classical.choice, Quot.sound]
'SaturableAbsorber.exists_beam' depends on axioms: [propext, Classical.choice, Quot.sound]
```

## What the theorems say about a beam

`IsBeam a s L J I` says that the real function `I` has input value `J` and obeys the absorption law on `Icc 0 L`, the closed slab, with one-sided derivatives at the faces. Positivity inside is proved in `IsBeam.pos`: compactness supplies the first nonpositive point, and `monotoneOn_of_deriv_nonneg` supplies the growth of I exp(az).

`IsBeam.invariant` obtains the conserved quantity from `constant_of_derivWithin_zero`; `field_simp` and `ring` check that the derivative cancels. `transmission_law` evaluates it at `L`, and `linarith` does the sign arguments. `transmission_strictMono` compares two beams in the same absorber.

`log_add_mul_inj` carries both `transmission_unique_root` and `beam_unique`; the latter gives agreement only on the slab. `exists_beam` finds the inverse through the intermediate value theorem and differentiates it with `HasDerivAt.of_local_left_inverse`. Its single profile serves every length, and `a` may be any real number.

The step to a real sample is the absorption law itself, which is assumed. It describes a medium that responds locally and has settled to its steady state at each intensity, as in a homogeneously broadened two-level model. The transmission compares intensities just inside the two faces, so surface reflections need separate treatment. The theorems concern real numbers; the rounding and stopping error of a root finder must be estimated separately.
